# For a bounded Hermitian H, the gradient of Re⟨ψ, Hψ⟩ with respect to the real inner product Re⟨·,·⟩ is 2Hψ

The theorem `gradient_iff` concerns a bounded Hermitian operator H on a complex inner product space, which may be infinite-dimensional, and the energy E(ψ) = Re⟨ψ, Hψ⟩. The state ψ need not be normalised, and E is not divided by ⟨ψ, ψ⟩, so for nonzero ψ it is ‖ψ‖² times the expectation value of H in the normalised state. The theorem says that a vector g gives the real derivative of E at ψ as v ↦ Re⟨g, v⟩ exactly when g = 2Hψ. The proof takes the derivative v ↦ 2 Re⟨Hψ, v⟩ from an earlier theorem and uses a helper statement, `h2`, to identify it with v ↦ Re⟨2Hψ, v⟩. If g also represents the derivative, testing on g − 2Hψ shows that this difference has norm zero; the converse is by substitution.

The failing Lean file:

```lean
import Mathlib

open Asymptotics Topology ComplexConjugate

namespace WavefunctionGradient

noncomputable section

variable {V : Type*} [NormedAddCommGroup V] [InnerProductSpace ℂ V]

/-- The energy `E(ψ) = Re ⟨ψ, H ψ⟩` of a state that need not be normalised. -/
def energy (H : V →L[ℂ] V) (ψ : V) : ℝ := (inner ℂ ψ (H ψ)).re

/-- The real-linear functional `v ↦ 2 Re ⟨H ψ, v⟩`. -/
def energySlope (H : V →L[ℂ] V) (ψ : V) : V →L[ℝ] ℝ :=
  (2 : ℝ) • Complex.reCLM.comp ((innerSL ℂ (H ψ)).restrictScalars ℝ)

theorem energySlope_apply (H : V →L[ℂ] V) (ψ v : V) :
    energySlope H ψ v = 2 * (inner ℂ (H ψ) v).re := rfl

/-- For Hermitian `H`, the exact expansion of the energy under a finite change `v` of the state. -/
theorem energy_add {H : V →L[ℂ] V} (hH : (H : V →ₗ[ℂ] V).IsSymmetric) (ψ v : V) :
    energy H (ψ + v) = energy H ψ + 2 * (inner ℂ (H ψ) v).re + energy H v := by
  have h1 : inner ℂ ψ (H v) = inner ℂ (H ψ) v := (hH ψ v).symm
  have h2 : (inner ℂ v (H ψ)).re = (inner ℂ (H ψ) v).re := by
    rw [← inner_conj_symm v (H ψ), Complex.conj_re]
  simp only [energy, map_add, inner_add_left, inner_add_right, Complex.add_re, h1, h2]
  ring

/-- The energy of a small vector vanishes faster than the vector itself. -/
theorem energy_isLittleO (H : V →L[ℂ] V) : energy H =o[𝓝 0] (fun v : V => v) := by
  have hO : energy H =O[𝓝 0] (fun v : V => ‖v‖ ^ 2) := by
    refine IsBigO.of_bound ‖H‖ (Filter.Eventually.of_forall fun v => ?_)
    calc ‖energy H v‖ ≤ ‖inner ℂ v (H v)‖ := Complex.abs_re_le_norm _
      _ ≤ ‖v‖ * ‖H v‖ := norm_inner_le_norm _ _
      _ ≤ ‖v‖ * (‖H‖ * ‖v‖) := by gcongr; exact H.le_opNorm v
      _ = ‖H‖ * ‖‖v‖ ^ 2‖ := by rw [Real.norm_of_nonneg (by positivity)]; ring
  exact hO.trans_isLittleO (isLittleO_norm_pow_id (by norm_num))

/-- For Hermitian `H` the real Fréchet derivative of the energy at `ψ` is
`v ↦ 2 Re ⟨H ψ, v⟩`. -/
theorem hasFDerivAt_energy {H : V →L[ℂ] V} (hH : (H : V →ₗ[ℂ] V).IsSymmetric) (ψ : V) :
    HasFDerivAt (energy H) (energySlope H ψ) ψ := by
  refine hasFDerivAt_iff_isLittleO_nhds_zero.2 ((energy_isLittleO H).congr_left fun v => ?_)
  rw [energy_add hH, energySlope_apply]
  ring

/-- For Hermitian `H`, a vector `g` represents the derivative of the energy through `Re ⟨g, v⟩`
exactly when `g = 2 H ψ`. -/
theorem gradient_iff {H : V →L[ℂ] V} (hH : (H : V →ₗ[ℂ] V).IsSymmetric) (ψ g : V) :
    (∀ v, fderiv ℝ (energy H) ψ v = (inner ℂ g v).re) ↔ g = (2 : ℂ) • H ψ := by
  have h2 : ∀ v, (inner ℂ ((2 : ℂ) • H ψ) v).re = 2 * (inner ℂ (H ψ) v).re := by
    intro v
    simp [inner_smul_left]
  rw [(hasFDerivAt_energy hH ψ).fderiv]
  constructor
  · intro h
    -- test the two representations on their difference
    have h0 : (inner ℂ (g - (2 : ℂ) • H ψ) (g - (2 : ℂ) • H ψ)).re = 0 := by
      rw [inner_sub_left, Complex.sub_re, ← h, h2, energySlope_apply, sub_self]
    have hn : ‖g - (2 : ℂ) • H ψ‖ ^ 2 = 0 := by
      rw [← inner_self_eq_norm_sq (𝕜 := ℂ)]
      exact h0
    exact sub_eq_zero.1 (norm_eq_zero.1 (pow_eq_zero_iff (two_ne_zero)|>.1 hn))
  · rintro rfl v
    rw [h2, energySlope_apply]

end

end WavefunctionGradient
```

Compiling this gives:

```
Main.lean:52:78: error: unsolved goals
V : Type u_1
inst✝¹ : NormedAddCommGroup V
inst✝ : InnerProductSpace ℂ V
H : V →L[ℂ] V
hH : (↑H).IsSymmetric
ψ g v : V
⊢ (inner ℂ (H ψ) v).re * 2 = 2 * (inner ℂ (H ψ) v).re
Main.lean:54:10: warning: This simp argument is unused:
  inner_smul_left

Hint: Omit it from the simp argument list.
  [apply] simp

Note: This linter can be disabled with `set_option linter.unusedSimpArgs false`
```

Lean accepts the file once it reads:

```diff
@@ -52,5 +52,6 @@
   have h2 : ∀ v, (inner ℂ ((2 : ℂ) • H ψ) v).re = 2 * (inner ℂ (H ψ) v).re := by
     intro v
-    simp [inner_smul_left]
+    simp
+    ring
   rw [(hasFDerivAt_energy hH ψ).fderiv]
   constructor
```

Cause. The error is in the proof of `h2`, which says that the real part of ⟨2Hψ, v⟩ is twice that of ⟨Hψ, v⟩. `simp` does take the factor 2 out of the inner product, but puts it on the right, and leaves the goal `(inner ℂ (H ψ) v).re * 2 = 2 * (inner ℂ (H ψ) v).re`. The two sides differ only in the order of multiplication. `simp` did not close this goal, and no further tactic followed, so Lean reports it as unsolved.

The added `ring` proves the equation, since multiplication of real numbers is commutative.

The warning says that `simp` never used the supplied lemma `inner_smul_left`; the factor came out by way of lemmas `simp` already had, which the messages do not name. Dropping the argument is mere tidying: it removes the warning and has no part in curing the error.
